# For symmetric RPA amplitudes T, the stability matrix is positive definite exactly when (1 − T²)(A + BT) is

## Amplitudes as solutions of an equation

The amplitude matrix T can enter in two ways: it can be built from eigenvectors of the random-phase approximation (RPA), or it can be any matrix that solves the amplitude equation. The second choice is made here. T is a real symmetric matrix satisfying

B + AT + TA + TBT = 0,

and nothing is assumed about where it came from.

The matrices A and B are those of the time-dependent Hartree–Fock problem, also called RPA with exchange, for a Hartree–Fock state with real orbitals. Their indices run over particle–hole excitations. A holds the orbital energy differences and the coupling between excitations, and B couples excitations to de-excitations. The RPA equations for a set of modes, with amplitudes in the columns of X and Y and frequencies in the diagonal matrix Ω, are

AX + BY = XΩ,
−BX − AY = YΩ.

If X is invertible, put T = YX⁻¹. The first line gives A + BT = XΩX⁻¹. The second gives −B − AT = YΩX⁻¹ = T(A + BT), which is the amplitude equation.

The stability matrix

M = [[A, B], [B, A]]

gives the second-order energy change when the mean-field state is varied. If it is positive definite, the state is a local minimum with respect to the variations that A and B describe. For finite real matrices and a symmetric solution T, the result below decides this from a matrix of half the dimension.

## The two equivalences

Let A, B and T be real symmetric and let T solve the amplitude equation. Define

N = (1 − T²)(A + BT).

Then N is symmetric, and M is positive definite if and only if N is. Invertibility of 1 − T² is not a hypothesis, because it follows from either side of the equivalence.

For marginal stability, where zero eigenvalues are allowed, it is added as a hypothesis: if 1 − T² is invertible, M is positive semidefinite if and only if N is. The condition says that T has no eigenvalue ±1. When T = YX⁻¹, we have

XᵀX − YᵀY = Xᵀ(1 − T²)X,

so the condition means that the RPA metric on the chosen modes is nonsingular.

This hypothesis excludes the usual onset of an instability, where only one of A + B and A − B becomes singular. The amplitude equation gives

(A + B)(1 + T) = (1 − T)(A + BT),
(A − B)(1 − T) = (1 + T)(A + BT),

so if 1 − T² is invertible, A + B and A − B are either both singular or both invertible. For a single excitation with A = B = 1, for example, the only solution is T = −1, and the semidefinite equivalence does not apply.

In Lean, the excitations are labelled by a finite type `n`, and M is `stabilityMatrix A B`, indexed by `n ⊕ n`, one copy of `n` for each component. The predicate `AmplitudeEquation A B T` is the equation above, and `amplitudeHessian A B T` is N. The hypotheses `hA`, `hB` and `hT` state the three symmetries. `PosDef` and `PosSemidef` are Mathlib's notions, which include the symmetry of the matrix, so the symmetry of N is part of what must be shown.

The existence of T is assumed. For a single excitation with A = 1 and B = 2, the equation 2 + 2T + 2T² = 0 has no real solution, and the theorem is silent. Complex orbitals and infinite-dimensional excitation spaces are not treated.

## Two copies of N inside M

Multiply the amplitude equation by T from the left:

TB + TAT + T²A + T²BT = 0.

Expanding N and using this gives

N = A + BT − T²A − T²BT
  = A + BT + TB + TAT.

The transpose exchanges BT with TB and leaves A and TAT unchanged, so N is symmetric.

Now write K = A + BT. The amplitude equation reads B + AT = −TK. For vectors x and y, set

p = x + Ty, q = Tx + y.

The two components of M(p, q) are

Ap + Bq = (A + BT)x + (AT + B)y = Kx − TKy,
Bp + Aq = (AT + B)x + (A + BT)y = Ky − TKx.

Take the scalar product with (p, q), and move T across it by symmetry:

p·(Kx − TKy) = x·Kx − x·TKy + y·TKx − y·T²Ky,
q·(Ky − TKx) = x·TKy − x·T²Kx + y·Ky − y·TKx.

The mixed terms cancel in the sum. Since N = (1 − T²)K, what remains is

(p, q)·M(p, q) = x·Nx + y·Ny.

## Carrying definiteness across

Suppose M is positive definite and x ≠ 0. Setting y = 0 gives the vector (x, Tx), which is nonzero, and the identity gives x·Nx > 0. Hence N is positive definite.

Conversely, suppose N is positive definite. Its determinant is positive and equals det(1 − T²) det(A + BT), so 1 − T² is invertible. Given any (p, q), solve

(1 − T²)x = p − Tq, y = q − Tx.

Then Tx + y = q, and x + Ty = x + Tq − T²x = p. Every vector therefore has the required form. If (p, q) ≠ 0, then x and y are not both zero, and x·Nx + y·Ny > 0.

The semidefinite case uses the same two steps with ≥ in place of >, except that invertibility of 1 − T² is now an assumption.

## An instability hidden by T = 1

Take one excitation with A = −1, B = 1 and T = 1. The amplitude equation holds, since 1 − 1 − 1 + 1 = 0. Here 1 − T² = 0, so N = 0, which is positive semidefinite. But

M = [[−1, 1], [1, −1]]

has the value −1 on the vector (1, 0). The coordinates (x + y, x + y) reach only the diagonal of the plane, where the form vanishes, and miss the descending direction. The semidefinite equivalence can therefore fail when 1 − T² is not invertible.

## Testing stability after a ring-CCD calculation

A ring coupled-cluster doubles code that keeps exchange, so that its working equation is the one above with the same A and B, yields, when it converges, a solution T, taken here to be symmetric. In direct RPA, where the exchange coupling is left out of A and B, the equivalence still holds, but M is then not the second-order change of the Hartree–Fock energy. One can then form N and attempt a Cholesky factorisation. In exact arithmetic it succeeds precisely when N, and hence M, is positive definite. The amplitudes are not required for such a test: M is positive definite exactly when A + B and A − B both are, and these can be factorised directly.

Positive eigenvalues of A + BT alone do not suffice. With A = −5, B = 4 and T = 2 the amplitude equation holds and A + BT = 3, but N = −9 and M is not positive definite.

For an incompletely converged symmetric T with residual R = B + AT + TA + TBT, the product formula gives

N = A + BT + TB + TAT − TR.

The first four terms form a symmetric matrix S whatever the residual, while the product itself can be slightly asymmetric. A small difference TR is not enough to trust the sign of the lowest eigenvalue: for A = 1, B = 2 and T = 0 it vanishes and N = 1, but M is not positive definite. In the coordinates p = x + Ty, q = Tx + y the quadratic form of M is now x·Sx + y·Sy + 2x·Ry, so R itself matters. If the lowest eigenvalue of S exceeds the largest absolute eigenvalue of R, this form is positive whenever x and y are not both zero. The map from (x, y) to (p, q) is then invertible, and M is positive definite.

## Definitions and proofs in Lean

```lean
import Mathlib

open Matrix

namespace StabilityFromAmplitudes

noncomputable section

variable {n m : Type*} [Fintype n] [DecidableEq n] [Fintype m]

/-- The stability matrix with block rows `(A, B)` and `(B, A)`. -/
def stabilityMatrix (A B : Matrix n n ℝ) : Matrix (n ⊕ n) (n ⊕ n) ℝ :=
  fromBlocks A B B A

/-- The amplitude (Riccati) equation of the random-phase approximation. -/
def AmplitudeEquation (A B T : Matrix n n ℝ) : Prop :=
  B + A * T + T * A + T * B * T = 0

/-- The matrix `N = (1 - T²)(A + BT)` built from the amplitudes. -/
def amplitudeHessian (A B T : Matrix n n ℝ) : Matrix n n ℝ :=
  (1 - T * T) * (A + B * T)

/-- A real symmetric matrix is positive definite iff its quadratic form is positive
on nonzero vectors. -/
lemma posDef_iff_form {M : Matrix m m ℝ} (hM : M.IsSymm) :
    M.PosDef ↔ ∀ x, x ≠ 0 → 0 < x ⬝ᵥ (M *ᵥ x) := by
  have hH : M.IsHermitian := by
    rw [Matrix.IsHermitian, conjTranspose_eq_transpose_of_trivial]
    exact hM
  rw [Matrix.posDef_iff_dotProduct_mulVec]
  simp only [star_trivial]
  constructor
  · intro h x hx
    apply h.2
    exact hx
  · intro h
    refine ⟨hH, ?_⟩
    intro x hx
    exact h x hx

/-- A real symmetric matrix is positive semidefinite iff its quadratic form is
nowhere negative. -/
lemma posSemidef_iff_form {M : Matrix m m ℝ} (hM : M.IsSymm) :
    M.PosSemidef ↔ ∀ x, 0 ≤ x ⬝ᵥ (M *ᵥ x) := by
  have hH : M.IsHermitian := by
    rw [Matrix.IsHermitian, conjTranspose_eq_transpose_of_trivial]
    exact hM
  rw [Matrix.posSemidef_iff_dotProduct_mulVec]
  simp only [star_trivial]
  constructor
  · intro h x
    apply h.2
  · intro h
    refine ⟨hH, ?_⟩
    intro x
    exact h x

omit [Fintype n] [DecidableEq n] in
/-- The stability matrix of symmetric `A` and `B` is symmetric. -/
lemma stabilityMatrix_isSymm {A B : Matrix n n ℝ} (hA : A.IsSymm) (hB : B.IsSymm) :
    (stabilityMatrix A B).IsSymm := by
  rw [Matrix.IsSymm, stabilityMatrix, fromBlocks_transpose, hA.eq, hB.eq]

/-- For symmetric `A`, `B` and `T` satisfying the amplitude equation, `N` is symmetric. -/
theorem amplitudeHessian_isSymm {A B T : Matrix n n ℝ} (hA : A.IsSymm) (hB : B.IsSymm)
    (hT : T.IsSymm) (h : AmplitudeEquation A B T) : (amplitudeHessian A B T).IsSymm := by
  unfold AmplitudeEquation at h
  -- the amplitude equation brings N to a manifestly symmetric form
  have e : amplitudeHessian A B T = A + B * T + T * B + T * A * T := by
    unfold amplitudeHessian
    linear_combination (norm := noncomm_ring) (-T) * h
  rw [Matrix.IsSymm, e]
  simp only [transpose_add, transpose_mul, hA.eq, hB.eq, hT.eq]
  noncomm_ring

omit [DecidableEq n] in
/-- The quadratic form of the stability matrix, written in its two components. -/
lemma stability_form (A B : Matrix n n ℝ) (p q : n → ℝ) :
    Sum.elim p q ⬝ᵥ (stabilityMatrix A B *ᵥ Sum.elim p q)
      = p ⬝ᵥ (A *ᵥ p + B *ᵥ q) + q ⬝ᵥ (B *ᵥ p + A *ᵥ q) := by
  rw [stabilityMatrix, fromBlocks_mulVec]
  simp only [dotProduct, Fintype.sum_sum_type, Sum.elim_inl, Sum.elim_inr,
    Sum.elim_comp_inl, Sum.elim_comp_inr]

/-- If `T` is symmetric and solves the amplitude equation, the quadratic form of the stability
matrix at `(x + Ty, Tx + y)` is the form of `N` at `x` plus that at `y`. -/
theorem stability_form_decouples {A B T : Matrix n n ℝ} (hT : T.IsSymm)
    (h : AmplitudeEquation A B T) (x y : n → ℝ) :
    Sum.elim (x + T *ᵥ y) (T *ᵥ x + y) ⬝ᵥ
        (stabilityMatrix A B *ᵥ Sum.elim (x + T *ᵥ y) (T *ᵥ x + y))
      = x ⬝ᵥ (amplitudeHessian A B T *ᵥ x) + y ⬝ᵥ (amplitudeHessian A B T *ᵥ y) := by
  unfold AmplitudeEquation at h
  have hK : A * T + B = -(T * (A + B * T)) := by
    linear_combination (norm := noncomm_ring) h
  have h1 : ∀ u v : n → ℝ, A *ᵥ (u + T *ᵥ v) + B *ᵥ (T *ᵥ u + v)
      = (A + B * T) *ᵥ u - T *ᵥ ((A + B * T) *ᵥ v) := by
    intro u v
    calc _ = (A + B * T) *ᵥ u + (A * T + B) *ᵥ v := by
          simp only [mulVec_add, add_mulVec, ← mulVec_mulVec]
          abel
      _ = _ := by rw [hK, neg_mulVec, ← mulVec_mulVec, sub_eq_add_neg]
  have h2 : B *ᵥ (x + T *ᵥ y) + A *ᵥ (T *ᵥ x + y)
      = (A + B * T) *ᵥ y - T *ᵥ ((A + B * T) *ᵥ x) := by
    rw [← h1 y x, add_comm y, add_comm (T *ᵥ y) x]
    exact add_comm _ _
  -- symmetric amplitudes move across the scalar product
  have hS : ∀ u v : n → ℝ, (T *ᵥ u) ⬝ᵥ v = u ⬝ᵥ (T *ᵥ v) := by
    intro u v
    rw [dotProduct_mulVec, ← mulVec_transpose, hT.eq]
  have hN : ∀ u : n → ℝ, amplitudeHessian A B T *ᵥ u
      = (A + B * T) *ᵥ u - T *ᵥ (T *ᵥ ((A + B * T) *ᵥ u)) := by
    intro u
    rw [amplitudeHessian, ← mulVec_mulVec, sub_mulVec, one_mulVec, ← mulVec_mulVec]
  rw [stability_form, h1, h2, hN x, hN y]
  simp only [add_dotProduct, dotProduct_sub, hS]
  ring

/-- If `1 - T²` is invertible, every vector of the doubled space has the form
`(x + Ty, Tx + y)`. -/
lemma exists_coordinates {T : Matrix n n ℝ} (hu : IsUnit (1 - T * T)) (z : n ⊕ n → ℝ) :
    ∃ x y : n → ℝ, z = Sum.elim (x + T *ᵥ y) (T *ᵥ x + y) := by
  obtain ⟨x, hx⟩ : ∃ x, (1 - T * T) *ᵥ x = z ∘ Sum.inl - T *ᵥ (z ∘ Sum.inr) :=
    ⟨(1 - T * T)⁻¹ *ᵥ (z ∘ Sum.inl - T *ᵥ (z ∘ Sum.inr)), by
      rw [mulVec_mulVec, mul_nonsing_inv _ ((isUnit_iff_isUnit_det _).1 hu), one_mulVec]⟩
  rw [sub_mulVec, one_mulVec, ← mulVec_mulVec] at hx
  refine ⟨x, z ∘ Sum.inr - T *ᵥ x, ?_⟩
  have hp : x + T *ᵥ (z ∘ Sum.inr - T *ᵥ x) = z ∘ Sum.inl := by
    rw [mulVec_sub]
    linear_combination hx
  have hq : T *ᵥ x + (z ∘ Sum.inr - T *ᵥ x) = z ∘ Sum.inr := by abel
  rw [hp, hq]
  exact (Sum.elim_comp_inl_inr z).symm

/-- If `N` is positive definite, then `1 - T²` is invertible. -/
lemma isUnit_of_posDef {A B T : Matrix n n ℝ} (hN : (amplitudeHessian A B T).PosDef) :
    IsUnit (1 - T * T) := by
  have hd := hN.det_pos.ne'
  rw [amplitudeHessian, det_mul] at hd
  exact (isUnit_iff_isUnit_det _).2 (isUnit_iff_ne_zero.2 (left_ne_zero_of_mul hd))

/-- For symmetric `A`, `B` and `T` satisfying the amplitude equation, the stability matrix is
positive definite if and only if `N = (1 - T²)(A + BT)` is. -/
theorem stability_posDef_iff {A B T : Matrix n n ℝ} (hA : A.IsSymm) (hB : B.IsSymm)
    (hT : T.IsSymm) (h : AmplitudeEquation A B T) :
    (stabilityMatrix A B).PosDef ↔ (amplitudeHessian A B T).PosDef := by
  have sM := stabilityMatrix_isSymm hA hB
  have sN := amplitudeHessian_isSymm hA hB hT h
  constructor
  · intro hM
    rw [posDef_iff_form sN]
    intro x hx
    -- test the stability matrix on the vector (x, Tx)
    have key := (posDef_iff_form sM).1 hM (Sum.elim (x + T *ᵥ 0) (T *ᵥ x + 0)) (by
      intro h0
      apply hx
      funext i
      simpa using congrFun h0 (Sum.inl i))
    rw [stability_form_decouples hT h x 0] at key
    simpa using key
  · intro hN
    have pos := (posDef_iff_form sN).1 hN
    have nonneg := (posSemidef_iff_form sN).1 hN.posSemidef
    rw [posDef_iff_form sM]
    intro z hz
    obtain ⟨x, y, rfl⟩ := exists_coordinates (isUnit_of_posDef hN) z
    rw [stability_form_decouples hT h]
    by_cases hx : x = 0
    · have hy : y ≠ 0 := by
        intro hy
        apply hz
        rw [hx, hy]
        funext i
        cases i <;> simp
      exact add_pos_of_nonneg_of_pos (nonneg x) (pos y hy)
    · exact add_pos_of_pos_of_nonneg (pos x hx) (nonneg y)

/-- If the stability matrix is positive definite, every symmetric solution `T` of the
amplitude equation has `1 - T²` invertible. -/
theorem isUnit_of_stable {A B T : Matrix n n ℝ} (hA : A.IsSymm) (hB : B.IsSymm)
    (hT : T.IsSymm) (h : AmplitudeEquation A B T) (hM : (stabilityMatrix A B).PosDef) :
    IsUnit (1 - T * T) :=
  isUnit_of_posDef ((stability_posDef_iff hA hB hT h).1 hM)

/-- For symmetric `A`, `B` and `T` satisfying the amplitude equation, with `1 - T²` invertible, the
stability matrix is positive semidefinite if and only if `N` is. -/
theorem stability_posSemidef_iff {A B T : Matrix n n ℝ} (hA : A.IsSymm) (hB : B.IsSymm)
    (hT : T.IsSymm) (h : AmplitudeEquation A B T) (hu : IsUnit (1 - T * T)) :
    (stabilityMatrix A B).PosSemidef ↔ (amplitudeHessian A B T).PosSemidef := by
  rw [posSemidef_iff_form (stabilityMatrix_isSymm hA hB),
    posSemidef_iff_form (amplitudeHessian_isSymm hA hB hT h)]
  constructor
  · intro hM x
    have key := hM (Sum.elim (x + T *ᵥ 0) (T *ᵥ x + 0))
    rw [stability_form_decouples hT h x 0] at key
    simpa using key
  · intro hN z
    obtain ⟨x, y, rfl⟩ := exists_coordinates hu z
    rw [stability_form_decouples hT h]
    exact add_nonneg (hN x) (hN y)

/-- For `A = -1`, `B = 1`, `T = 1` in one dimension the amplitude equation holds and `N`
is positive semidefinite, but the stability matrix is not. -/
theorem semidefinite_needs_invertibility :
    AmplitudeEquation (-1 : Matrix (Fin 1) (Fin 1) ℝ) 1 1 ∧
      (amplitudeHessian (-1 : Matrix (Fin 1) (Fin 1) ℝ) 1 1).PosSemidef ∧
      ¬ (stabilityMatrix (-1 : Matrix (Fin 1) (Fin 1) ℝ) 1).PosSemidef := by
  refine ⟨by simp [AmplitudeEquation], ?_, ?_⟩
  · have e : amplitudeHessian (-1 : Matrix (Fin 1) (Fin 1) ℝ) 1 1 = 0 := by
      simp [amplitudeHessian]
    rw [e]
    exact Matrix.PosSemidef.zero
  · intro hM
    have s : (stabilityMatrix (-1 : Matrix (Fin 1) (Fin 1) ℝ) 1).IsSymm :=
      stabilityMatrix_isSymm (by simp [Matrix.IsSymm]) (by simp [Matrix.IsSymm])
    have key := (posSemidef_iff_form s).1 hM (Sum.elim (fun _ => 1) (fun _ => 0))
    rw [stability_form] at key
    norm_num [neg_mulVec, one_mulVec, dotProduct] at key

/-- An example with `2 × 2` matrices: `T` is symmetric and solves the amplitude equation, and the
stability matrix is positive definite. -/
theorem stability_witness :
    (!![0, -1/2; -1/2, 0] : Matrix (Fin 2) (Fin 2) ℝ).IsSymm ∧
      AmplitudeEquation !![4, 0; 0, 6] !![0, 4; 4, 0] !![0, -1/2; -1/2, 0] ∧
      (stabilityMatrix (!![4, 0; 0, 6] : Matrix (Fin 2) (Fin 2) ℝ) !![0, 4; 4, 0]).PosDef := by
  have sym : ∀ a b c : ℝ, (!![a, b; b, c] : Matrix (Fin 2) (Fin 2) ℝ).IsSymm := by
    intro a b c
    apply Matrix.IsSymm.ext
    intro i j
    fin_cases i <;> fin_cases j <;> simp
  have h : AmplitudeEquation (!![4, 0; 0, 6] : Matrix (Fin 2) (Fin 2) ℝ)
      !![0, 4; 4, 0] !![0, -1/2; -1/2, 0] := by
    unfold AmplitudeEquation
    ext i j
    fin_cases i <;> fin_cases j <;> norm_num [Matrix.mul_apply, Fin.sum_univ_succ]
  refine ⟨sym _ _ _, h, (stability_posDef_iff (sym _ _ _) (sym _ _ _) (sym _ _ _) h).2 ?_⟩
  -- here N is diagonal with positive entries
  have e : amplitudeHessian (!![4, 0; 0, 6] : Matrix (Fin 2) (Fin 2) ℝ)
      !![0, 4; 4, 0] !![0, -1/2; -1/2, 0] = diagonal ![3/2, 3] := by
    unfold amplitudeHessian
    rw [Matrix.one_fin_two]
    ext i j
    fin_cases i <;> fin_cases j <;> norm_num [Matrix.mul_apply, Fin.sum_univ_two]
  rw [e]
  apply Matrix.PosDef.diagonal
  intro i
  fin_cases i <;> norm_num

end

end StabilityFromAmplitudes
```

```lean
#print axioms StabilityFromAmplitudes.stability_posDef_iff
#print axioms StabilityFromAmplitudes.isUnit_of_stable
#print axioms StabilityFromAmplitudes.stability_posSemidef_iff
#print axioms StabilityFromAmplitudes.semidefinite_needs_invertibility
```

```
'StabilityFromAmplitudes.stability_posDef_iff' depends on axioms: [propext, Classical.choice, Quot.sound]
'StabilityFromAmplitudes.isUnit_of_stable' depends on axioms: [propext, Classical.choice, Quot.sound]
'StabilityFromAmplitudes.stability_posSemidef_iff' depends on axioms: [propext, Classical.choice, Quot.sound]
'StabilityFromAmplitudes.semidefinite_needs_invertibility' depends on axioms: [propext, Classical.choice, Quot.sound]
```

## How the Lean proof follows the algebra

The lemmas `posDef_iff_form` and `posSemidef_iff_form` translate Mathlib's definiteness into the sign of a real quadratic form, given that the matrix is symmetric. `stabilityMatrix_isSymm` and `amplitudeHessian_isSymm` supply that symmetry. In the latter, `linear_combination` with coefficient `(-T)` is the left multiplication by T, and `noncomm_ring` checks the expansion without letting matrices commute.

`stability_form` writes the quadratic form of M in its two components; `Sum.elim p q` is the stacked vector (p, q). The central identity is `stability_form_decouples`. Inside it, `hK` is B + AT = −TK, `h1` computes the first component of M(p, q), and `h2` obtains the second by exchanging x and y. `hS` moves T across the scalar product, `hN` expands N, and the final `ring` cancels the mixed terms.

`exists_coordinates` solves for x with the inverse of 1 − T² and then sets y = q − Tx. `isUnit_of_posDef` extracts invertibility from the determinant of N.

With these parts, `stability_posDef_iff` follows the two directions above. The forward direction inserts y = 0. The reverse direction splits on whether x is zero: if it is, y must be nonzero and its term is strictly positive; otherwise the term in x is. `isUnit_of_stable` then records that a positive definite M forces 1 − T² to be invertible for every symmetric solution T.

In `stability_posSemidef_iff`, the invertibility hypothesis `hu` is used only in passing from N to M. Without `hu` that direction can fail, as `semidefinite_needs_invertibility` shows with the one-excitation example T = 1.

Finally, `stability_witness` treats two excitations with A = diag(4, 6), off-diagonal entries 4 in B and −1/2 in T, and zeros elsewhere in B and T. Here AT ≠ TA, so the example is not a set of independent scalar problems. The computation gives N = diag(3/2, 3), and the main equivalence turns this into positive definiteness of the 4 × 4 stability matrix.
